# Deleting the off-diagonal elements of a finite Hermitian Hamiltonian raises its free energy at positive temperature exactly when one of them is nonzero

## Finitely many states in a chosen orthonormal basis

The Hamiltonian $H$ is a complex matrix whose rows and columns are labelled by a finite type `n`. The labels $i,j$ stand for the states of a chosen orthonormal basis, such as diabatic electronic states or, for a single particle, localised sites. The diagonal elements $H_{ii}$ are the energies of these states, and the elements $H_{ij}$ with $i\neq j$ are the couplings.

```lean
import Mathlib

open Matrix

namespace DroppedCouplings

noncomputable section

variable {n : Type*} [Fintype n] [DecidableEq n]
```

The real number $b$ is the inverse temperature $1/(k_{\mathrm B}T)$. The Boltzmann operator is the matrix exponential $e^{-bH}$, not the matrix of entrywise exponentials.

```lean
/-- The Boltzmann operator `exp(-bH)` at inverse temperature `b`. -/
def boltzmann (b : ℝ) (H : Matrix n n ℂ) : Matrix n n ℂ :=
  NormedSpace.exp ((-(b : ℂ)) • H)
```

The partition function is $Z=\mathrm{Re}\,\mathrm{tr}\,e^{-bH}$, and the free energy is $F=-(\log Z)/b$.

```lean
/-- The partition function, the real part of the trace of `exp(-bH)`. -/
def partitionFunction (b : ℝ) (H : Matrix n n ℂ) : ℝ :=
  (boltzmann b H).trace.re

/-- The free energy `-(log Z)/b`, for `b ≠ 0` and a positive partition function `Z`. -/
def freeEnergy (b : ℝ) (H : Matrix n n ℂ) : ℝ :=
  -Real.log (partitionFunction b H) / b
```

Dropping the couplings keeps every $H_{ii}$ and sets all the other elements to zero. Removing only some couplings, or refitting the diagonal afterwards, is a different approximation, about which the theorems say nothing.

```lean
/-- The Hamiltonian with all off-diagonal couplings in the chosen basis deleted. -/
def dropCouplings (H : Matrix n n ℂ) : Matrix n n ℂ :=
  diagonal H.diag
```

Finiteness makes every trace a finite sum. For a bounded $H$ on an infinite-dimensional space, $\mathrm{tr}\,e^{-bH}$ is infinite with or without couplings, and the comparison is empty. An unbounded $H$ can have a finite partition function, as the harmonic oscillator does for $b>0$, but the theorems here do not cover that case.

## Hermiticity: real energies and orthonormal eigenstates

The hypothesis `H.IsHermitian` says that $H$ is an observable energy. By hand, it gives $H=U\,\mathrm{diag}(e)\,U^\dagger$ with real energies $e_k$ and $UU^\dagger=1$. The proof takes this from Mathlib's spectral theorem.

```lean
/-- A Hermitian matrix is `U diag(e) U†` with `U` unitary and real energies `e`. -/
theorem exists_eigenbasis {H : Matrix n n ℂ} (hH : H.IsHermitian) :
    ∃ (U : Matrix n n ℂ) (e : n → ℝ), U * Uᴴ = 1 ∧
      H = U * diagonal (fun k => (e k : ℂ)) * Uᴴ := by
  refine ⟨hH.eigenvectorUnitary, hH.eigenvalues,
    Matrix.mem_unitaryGroup_iff.mp (SetLike.coe_mem _), ?_⟩
  have h := hH.spectral_theorem
  rw [Unitary.conjStarAlgAut_apply] at h
  exact h
```

Since $U^\dagger U=1$ as well, the inner factors cancel in every power of $H$, so the exponential series gives

$$e^{-bH}=U\,\mathrm{diag}(e^{-be_k})\,U^\dagger .$$

The lemma for this step needs only $UV=1$, so it also accepts eigenvectors that are not normalised.

```lean
/-- If `UV = 1`, the Boltzmann operator of `U diag(e) V` is `U diag(exp(-b e)) V`. -/
theorem boltzmann_conj (b : ℝ) (U V : Matrix n n ℂ) (e : n → ℝ) (h : U * V = 1) :
    boltzmann b (U * diagonal (fun k => (e k : ℂ)) * V) =
      U * diagonal (fun k => ((Real.exp (-b * e k) : ℝ) : ℂ)) * V := by
  have hV : U⁻¹ = V := Matrix.inv_eq_right_inv h
  have hU : IsUnit U := ⟨⟨U, V, h, mul_eq_one_comm.mp h⟩, rfl⟩
  have hd : diagonal (fun k => ((-b * e k : ℝ) : ℂ)) =
      (-(b : ℂ)) • diagonal (fun k => (e k : ℂ)) := by
    ext i j
    by_cases hij : i = j
    · subst hij
      simp
    · simp [hij]
  have hs : (-(b : ℂ)) • (U * diagonal (fun k => (e k : ℂ)) * V) =
      U * diagonal (fun k => ((-b * e k : ℝ) : ℂ)) * U⁻¹ := by
    rw [hV, hd, Matrix.mul_smul, Matrix.smul_mul]
  rw [boltzmann, hs, Matrix.exp_conj _ _ hU, Matrix.exp_diagonal, Pi.exp_def, hV]
  simp only [Complex.ofReal_exp, Complex.exp_eq_exp_ℂ]
```

Reading off diagonal elements gives two averages with the same weights:

$$H_{ii}=\sum_k|U_{ik}|^2e_k,\qquad (e^{-bH})_{ii}=\sum_k|U_{ik}|^2e^{-be_k}.$$

One lemma serves for both, with $e_k$ or $e^{-be_k}$ as the values.

```lean
/-- A diagonal entry of `U diag(e) U†` is the sum of the `e k` weighted by `|U i k|²`. -/
theorem conj_diag (U : Matrix n n ℂ) (e : n → ℝ) (i : n) :
    (U * diagonal (fun k => (e k : ℂ)) * Uᴴ) i i =
      ((∑ k, Complex.normSq (U i k) * e k : ℝ) : ℂ) := by
  rw [Matrix.mul_apply, Complex.ofReal_sum]
  refine Finset.sum_congr rfl fun k _ => ?_
  rw [Matrix.mul_diagonal, Matrix.conjTranspose_apply, Complex.ofReal_mul,
    Complex.normSq_eq_conj_mul_self, ← starRingEnd_apply]
  ring
```

Normality in place of Hermiticity is not enough for the bound. The matrix with rows $(0,1)$ and $(-1,0)$ is normal with eigenvalues $\pm i$, and at $b=1$ the trace of its Boltzmann operator is $2\cos 1<2$, while the sum of $e^{-bH_{ii}}$ is $2$. Nor do real eigenvalues suffice for the equality condition: the matrix with rows $(0,1)$ and $(0,0)$ gives $2$ on both sides, yet it is not diagonal.

## Weights that are probabilities

The weight $w_k=|U_{ik}|^2$ is the probability that a system prepared in basis state $i$ is found in the $k$-th eigenstate, which is column $k$ of $U$ and has energy $e_k$. The weights are nonnegative, and they sum to one because $(UU^\dagger)_{ii}=1$.

Put $x_k=-be_k$ and $m=\sum_k w_kx_k$. The exponential lies above its tangent at $m$,

$$e^{x_k}=e^m e^{x_k-m}\ge e^m(1+x_k-m),$$

with equality only for $x_k=m$. The weighted tangent values sum to $e^m(1+m-m)=e^m$, hence

$$\sum_k w_ke^{x_k}-e^m=\sum_k w_k\left[e^{x_k}-e^m(1+x_k-m)\right]\ge0 .$$

If the left side vanishes, every term on the right vanishes, so $x_k=m$ wherever $w_k\neq0$. In the code, `key` is this identity and `hnn` the sign of each term; `Real.add_one_lt_exp` supplies the strict tangent inequality for the equality case.

```lean
omit [DecidableEq n] in
/-- Jensen's inequality for the exponential with nonnegative weights of sum one; in case of
equality every value of nonzero weight equals the mean. -/
theorem jensen_exp (w x : n → ℝ) (hw : ∀ k, 0 ≤ w k) (h1 : ∑ k, w k = 1) :
    Real.exp (∑ k, w k * x k) ≤ ∑ k, w k * Real.exp (x k) ∧
      (Real.exp (∑ k, w k * x k) = ∑ k, w k * Real.exp (x k) →
        ∀ k, w k ≠ 0 → x k = ∑ l, w l * x l) := by
  obtain ⟨m, hm⟩ : ∃ m, m = ∑ k, w k * x k := ⟨_, rfl⟩
  rw [← hm]
  have hfac : ∀ k, Real.exp (x k) = Real.exp m * Real.exp (x k - m) := fun k => by
    rw [← Real.exp_add]
    congr 1
    ring
  -- the gap is a weighted sum of distances from the tangent line at the mean
  have key : ∑ k, w k * (Real.exp (x k) - Real.exp m * (x k - m + 1)) =
      ∑ k, w k * Real.exp (x k) - Real.exp m := by
    have h : ∑ k, w k * (Real.exp (x k) - Real.exp m * (x k - m + 1)) =
        ∑ k, w k * Real.exp (x k) - Real.exp m * ∑ k, w k * x k +
          Real.exp m * (m - 1) * ∑ k, w k := by
      rw [Finset.mul_sum, Finset.mul_sum, ← Finset.sum_sub_distrib, ← Finset.sum_add_distrib]
      exact Finset.sum_congr rfl fun k _ => by ring
    rw [h, h1, ← hm]
    ring
  have hnn : ∀ k ∈ Finset.univ,
      0 ≤ w k * (Real.exp (x k) - Real.exp m * (x k - m + 1)) := fun k _ => by
    refine mul_nonneg (hw k) (sub_nonneg.mpr ?_)
    rw [hfac k]
    exact mul_le_mul_of_nonneg_left (Real.add_one_le_exp _) (Real.exp_pos m).le
  refine ⟨by linarith [Finset.sum_nonneg hnn], fun heq k hk => ?_⟩
  have hz := (Finset.sum_eq_zero_iff_of_nonneg hnn).mp (by linarith) k (Finset.mem_univ k)
  have h0 := (mul_eq_zero.mp hz).resolve_left hk
  by_contra hne
  have hlt := mul_lt_mul_of_pos_left (Real.add_one_lt_exp (sub_ne_zero.mpr hne)) (Real.exp_pos m)
  rw [← hfac k] at hlt
  linarith
```

Both conditions matter. A single weight $2$ at $x=1$ would require $e^2\le 2e$, which is false. Weights $2$ and $-1$ at $x=0$ and $x=1$ sum to one, but they would require $e^{-1}\le 2-e<0$.

## Nonzero $b$: equality detects the couplings

With these weights, $m=-bH_{ii}$, and the inequality becomes $e^{-bH_{ii}}\le(e^{-bH})_{ii}$ for every real $b$. The condition $b\neq0$ enters only when equality is interpreted. Equality gives $-be_k=-bH_{ii}$ whenever $U_{ik}\neq0$, and dividing by $-b$ gives $e_k=H_{ii}$. For $j\neq i$ it follows that

$$H_{ij}=\sum_k U_{ik}e_kU_{jk}^*=H_{ii}\sum_kU_{ik}U_{jk}^*=H_{ii}(UU^\dagger)_{ij}=0 .$$

The division is `mul_left_cancel₀` in the code, and the final `calc` block is this chain of equalities, with `m` now denoting the common energy.

```lean
/-- For Hermitian `H`, each diagonal element of `exp(-bH)` is at least `exp(-b H i i)`; if
`b ≠ 0` and equality holds, basis state `i` is coupled to no other. -/
theorem site_bound {H : Matrix n n ℂ} (hH : H.IsHermitian) (b : ℝ) (i : n) :
    Real.exp (-b * (H i i).re) ≤ (boltzmann b H i i).re ∧
      (b ≠ 0 → Real.exp (-b * (H i i).re) = (boltzmann b H i i).re →
        ∀ j, j ≠ i → H i j = 0) := by
  obtain ⟨U, e, hU, rfl⟩ := exists_eigenbasis hH
  rw [boltzmann_conj b U Uᴴ e hU, conj_diag U e i,
    conj_diag U (fun k => Real.exp (-b * e k)) i]
  simp only [Complex.ofReal_re]
  have hw1 : ∑ k, Complex.normSq (U i k) = 1 := by
    have h := conj_diag U (fun _ => 1) i
    simp only [Complex.ofReal_one, Matrix.diagonal_one, mul_one, hU, Matrix.one_apply_eq] at h
    exact_mod_cast h.symm
  have hm : ∑ k, Complex.normSq (U i k) * (-b * e k) =
      -b * ∑ k, Complex.normSq (U i k) * e k := by
    rw [Finset.mul_sum]
    exact Finset.sum_congr rfl fun k _ => by ring
  obtain ⟨hle, heq⟩ := jensen_exp (fun k => Complex.normSq (U i k)) (fun k => -b * e k)
    (fun k => Complex.normSq_nonneg _) hw1
  simp only [hm] at hle heq
  refine ⟨hle, fun hb h j hj => ?_⟩
  -- all energies that contribute to state i coincide
  obtain ⟨m, he⟩ : ∃ m : ℝ, ∀ k, U i k ≠ 0 → e k = m :=
    ⟨∑ l, Complex.normSq (U i l) * e l, fun k hk =>
      mul_left_cancel₀ (neg_ne_zero.mpr hb)
        (heq h k fun h0 => hk (Complex.normSq_eq_zero.mp h0))⟩
  calc (U * diagonal (fun k => (e k : ℂ)) * Uᴴ) i j
      = ∑ k, (m : ℂ) * (U i k * star (U j k)) := by
        rw [Matrix.mul_apply]
        refine Finset.sum_congr rfl fun k _ => ?_
        rw [Matrix.mul_diagonal, Matrix.conjTranspose_apply]
        by_cases hk : U i k = 0
        · simp [hk]
        · rw [he k hk]
          ring
    _ = (m : ℂ) * (U * Uᴴ) i j := by
        simp only [Matrix.mul_apply, Finset.mul_sum, Matrix.conjTranspose_apply]
    _ = 0 := by rw [hU, Matrix.one_apply_ne hj.symm, mul_zero]
```

Summing over $i$ compares the partition functions. The next lemma shows that the trace is real for Hermitian $H$, so taking its real part discards nothing. Had $Z$ been defined as $\sum_k e^{-be_k}$ over Mathlib's eigenvalues, it would have been real from the start, but the definition would have required a proof of Hermiticity as an argument, and the link to $\mathrm{tr}\,e^{-bH}$ would have become a separate theorem.

```lean
/-- For Hermitian `H` the trace of `exp(-bH)` is real and equals the partition function. -/
theorem trace_boltzmann {H : Matrix n n ℂ} (hH : H.IsHermitian) (b : ℝ) :
    (boltzmann b H).trace = (partitionFunction b H : ℂ) := by
  obtain ⟨U, e, hU, rfl⟩ := exists_eigenbasis hH
  rw [partitionFunction, boltzmann_conj b U Uᴴ e hU]
  simp only [Matrix.trace, Matrix.diag_apply, conj_diag, ← Complex.ofReal_sum, Complex.ofReal_re]
```

Without couplings, the Hamiltonian is already diagonal, with real entries because $H_{ii}=H_{ii}^*$. Its partition function is therefore $\sum_i e^{-bH_{ii}}$. This is the sum written in Lean with `(H i i).re`.

```lean
/-- Without couplings, the partition function of a Hermitian `H` is the sum of the Boltzmann
factors of its diagonal energies. -/
theorem partition_dropCouplings {H : Matrix n n ℂ} (hH : H.IsHermitian) (b : ℝ) :
    partitionFunction b (dropCouplings H) = ∑ i, Real.exp (-b * (H i i).re) := by
  have h : dropCouplings H = 1 * diagonal (fun k => ((H k k).re : ℂ)) * 1 := by
    rw [one_mul, mul_one, dropCouplings]
    congr 1
    funext k
    exact (Complex.conj_eq_iff_re.mp (hH.apply k k)).symm
  rw [partitionFunction, h, boltzmann_conj b 1 1 _ (one_mul 1), one_mul, mul_one,
    Matrix.trace_diagonal, ← Complex.ofReal_sum, Complex.ofReal_re]
```

The resulting theorem states that

$$\sum_i e^{-bH_{ii}}\le Z$$

for every real $b$, and that for $b\neq0$ equality holds exactly when $H$ is diagonal (`H.IsDiag`). If the sums agree, the termwise bounds force agreement at every $i$, and each row is then free of couplings. Conversely, a diagonal $H$ is unchanged by dropping its couplings.

```lean
/-- For Hermitian `H`, the sum of `exp(-b H i i)` is at most the partition function, and for
`b ≠ 0` the two are equal exactly when `H` is diagonal. -/
theorem sum_exp_diag_le_partition {H : Matrix n n ℂ} (hH : H.IsHermitian) (b : ℝ) :
    ∑ i, Real.exp (-b * (H i i).re) ≤ partitionFunction b H ∧
      (b ≠ 0 → (∑ i, Real.exp (-b * (H i i).re) = partitionFunction b H ↔ H.IsDiag)) := by
  have hZ : partitionFunction b H = ∑ i, (boltzmann b H i i).re := by
    simp only [partitionFunction, Matrix.trace, Matrix.diag_apply, Complex.re_sum]
  have hle : ∀ i ∈ Finset.univ, Real.exp (-b * (H i i).re) ≤ (boltzmann b H i i).re :=
    fun i _ => (site_bound hH b i).1
  refine ⟨hZ ▸ Finset.sum_le_sum hle, fun hb => ⟨fun h i j hij => ?_, fun h => ?_⟩⟩
  · -- equal sums force equality for every basis state
    rw [hZ] at h
    exact (site_bound hH b i).2 hb
      ((Finset.sum_eq_sum_iff_of_le hle).mp h i (Finset.mem_univ i)) j hij.symm
  · rw [← partition_dropCouplings hH b, dropCouplings, h.diagonal_diag]
```

At $b=0$ both sides equal the number of states whatever the couplings are, so equality carries no information about them.

## Positive $b$: from partition function to free energy

The hypothesis `0 < b` means positive, finite temperature. If some $H_{ij}$ with $i\neq j$ is nonzero, the uncoupled partition function is positive and strictly smaller than $Z$. The logarithm preserves this order, the minus sign reverses it, and division by $b>0$ keeps the result, so dropping the couplings strictly raises $F$. If every coupling is zero, the two Hamiltonians coincide and $F$ does not change. The two branches of the proof are these two cases.

```lean
/-- For Hermitian `H` and `b > 0`, dropping the couplings strictly raises the free energy
exactly when some off-diagonal coupling is nonzero. -/
theorem freeEnergy_lt_iff {H : Matrix n n ℂ} (hH : H.IsHermitian) {b : ℝ} (hb : 0 < b) :
    freeEnergy b H < freeEnergy b (dropCouplings H) ↔ ∃ i j, i ≠ j ∧ H i j ≠ 0 := by
  constructor
  · intro h
    by_contra hn
    have hd : H.IsDiag := fun i j hij => by_contra fun h0 => hn ⟨i, j, hij, h0⟩
    rw [dropCouplings, hd.diagonal_diag] at h
    exact lt_irrefl _ h
  · rintro ⟨i, j, hij, h0⟩
    obtain ⟨hle, heq⟩ := sum_exp_diag_le_partition hH b
    have hpos : 0 < partitionFunction b (dropCouplings H) := by
      rw [partition_dropCouplings hH b]
      exact Finset.sum_pos (fun k _ => Real.exp_pos _) ⟨i, Finset.mem_univ i⟩
    have hlt : partitionFunction b (dropCouplings H) < partitionFunction b H := by
      rw [partition_dropCouplings hH b]
      exact lt_of_le_of_ne hle fun h => h0 ((heq hb.ne').mp h hij)
    exact div_lt_div_of_pos_right (neg_lt_neg (Real.log_lt_log hpos hlt)) hb
```

For $b<0$ the last division reverses the order, and dropping all the couplings would lower $F$ as defined here whenever at least one of them is nonzero.

In path-integral molecular dynamics with several diabatic states, this comparison arises at a fixed nuclear geometry $R$ when the nuclei are treated classically. The electronic factor is then $\mathrm{tr}\,e^{-bV(R)}$, with $V(R)$ the finite diabatic potential matrix, and the effective potential is $-\frac1b\log\mathrm{tr}\,e^{-bV(R)}$. Replacing the trace by $\sum_i e^{-bV_{ii}(R)}$ raises this potential at each geometry where a coupling is nonzero. With quantum nuclei, the ring-polymer beads sit at different geometries and the trace contains a product of exponentials of different matrices, to which the theorem does not directly apply.

## Two degenerate sites with tunnelling

Let a single spinless particle move between two sites of equal energy $\varepsilon$ with tunnelling matrix element $-\Delta$, where $\varepsilon$ and $\Delta$ are real.

```lean
/-- Two sites of equal energy `ε` with tunnelling matrix element `-Δ`. -/
def twoSite (ε Δ : ℝ) : Matrix (Fin 2) (Fin 2) ℂ :=
  !![(ε : ℂ), -(Δ : ℂ); -(Δ : ℂ), (ε : ℂ)]
```

The normalised eigenvectors are $(1,1)/\sqrt2$ and $(1,-1)/\sqrt2$, with energies $\varepsilon-\Delta$ and $\varepsilon+\Delta$. Therefore

$$Z=e^{-b(\varepsilon-\Delta)}+e^{-b(\varepsilon+\Delta)}=2e^{-b\varepsilon}\cosh(b\Delta),$$

against $2e^{-b\varepsilon}$ without tunnelling. For $b>0$, dropping the tunnelling thus raises the free energy by $\frac1b\log\cosh(b\Delta)$. The code uses the unnormalised vectors $(1,1)$ and $(1,-1)$ and puts the factors $1/2$ into the inverse matrix. It then moves the matrices together under the trace, where they cancel.

```lean
/-- The two-site partition function is `2 exp(-bε) cosh(bΔ)` with tunnelling and
`2 exp(-bε)` without. -/
theorem twoSite_partition (b ε Δ : ℝ) :
    partitionFunction b (twoSite ε Δ) = 2 * Real.exp (-b * ε) * Real.cosh (b * Δ) ∧
      partitionFunction b (dropCouplings (twoSite ε Δ)) = 2 * Real.exp (-b * ε) := by
  constructor
  · -- even and odd combinations of the sites diagonalise the Hamiltonian
    have hUV : (!![1, 1; 1, -1] : Matrix (Fin 2) (Fin 2) ℂ) *
        !![1 / 2, 1 / 2; 1 / 2, -1 / 2] = 1 := by
      ext i j
      fin_cases i <;> fin_cases j <;> norm_num [Matrix.mul_apply, Fin.sum_univ_two]
    have hH : twoSite ε Δ = !![1, 1; 1, -1] *
        diagonal (fun k => ((![ε - Δ, ε + Δ] k : ℝ) : ℂ)) *
          !![1 / 2, 1 / 2; 1 / 2, -1 / 2] := by
      ext i j
      rw [Matrix.mul_apply, Fin.sum_univ_two, Matrix.mul_diagonal, Matrix.mul_diagonal]
      fin_cases i <;> fin_cases j <;> simp [twoSite] <;> ring
    rw [partitionFunction, hH, boltzmann_conj b _ _ _ hUV, Matrix.trace_mul_comm,
      ← Matrix.mul_assoc, mul_eq_one_comm.mp hUV, one_mul, Matrix.trace_diagonal,
      ← Complex.ofReal_sum, Complex.ofReal_re, Fin.sum_univ_two]
    change Real.exp (-b * (ε - Δ)) + Real.exp (-b * (ε + Δ)) = _
    rw [show -b * (ε - Δ) = -b * ε + b * Δ by ring,
      show -b * (ε + Δ) = -b * ε + -(b * Δ) by ring, Real.exp_add, Real.exp_add, Real.cosh_eq]
    ring
  · have hH : (twoSite ε Δ).IsHermitian := Matrix.IsHermitian.ext fun i j => by
      fin_cases i <;> fin_cases j <;> simp [twoSite]
    rw [partition_dropCouplings hH b, Fin.sum_univ_two]
    change Real.exp (-b * ε) + Real.exp (-b * ε) = _
    ring

end

end DroppedCouplings
```

```lean
#print axioms DroppedCouplings.trace_boltzmann
#print axioms DroppedCouplings.freeEnergy_lt_iff
#print axioms DroppedCouplings.twoSite_partition
```

```
'DroppedCouplings.trace_boltzmann' depends on axioms: [propext, Classical.choice, Quot.sound]
'DroppedCouplings.freeEnergy_lt_iff' depends on axioms: [propext, Classical.choice, Quot.sound]
'DroppedCouplings.twoSite_partition' depends on axioms: [propext, Classical.choice, Quot.sound]
```
